# Linear shadow dynamics with one density variable: the vibrational blue shift vanishes as 1/w²

## Variables, parameters and three squared frequencies

A nuclear coordinate \(x\), scaled to unit mass, and an auxiliary density \(n\), both real, obey

\[
x''=-kx+gq,\qquad n''=w^2(q-n),\qquad q=\frac{gx-cn}{u}.
\]

Here \(k\) is the bare force constant, \(g\) couples the nucleus to the charge, \(u\) is the stiffness of the charge response, and \(c\) is the electron interaction, linearised around \(n\). The response charge \(q\) comes from one linear solve, without iteration. The parameter \(w\) sets how fast \(n\) follows \(q\).

A mode of squared frequency \(z\) has amplitudes \(X,N\), not both zero, with \(x''=-zx\) and \(n''=-zn\). Three reference values are

\[
a=k-\frac{g^2}{u},\qquad S=w^2\,\frac{u+c}{u},\qquad k_0=k-\frac{g^2}{u+c}.
\]

They belong to the nucleus at frozen \(n\), with \(q\) still responding, to \(n\) at clamped nucleus, and to the Born-Oppenheimer motion. For the last, \(q=n\) gives \(q=gx/(u+c)\) and the force \(-k_0x\).

## The size of the shift

Let \(u,c,g,k_0>0\). For all large \(w\) there is a least squared mode frequency \(z(w)\), it exceeds \(k_0\), and

\[
w^2\,(z(w)-k_0)\;\longrightarrow\;\frac{k_0\,c\,g^2}{(u+c)^2}\qquad(w\to\infty).
\]

For \(u=c=g=1\) and \(k=3/2\), the limit is \(1/4\); at \(w^2=10\) the product is about \(0.271\).

## Time step and vibrational frequencies

An extended Lagrangian Born-Oppenheimer code that propagates an auxiliary density relies on the nuclei moving almost as they would at self-consistency. In this linear model with one density variable, the result gives the leading error in the squared vibrational frequency. If the integrator keeps \(w^2\,\delta t^2=\kappa\) fixed, that error scales as \(\delta t^2/\kappa\). The integrator's own discretisation error is separate.

## From the mode equations to the limit

Inserting \(q\) into the mode equations gives

\[
(z-a)X=\frac{gc}{u}N,\qquad (z-S)N=-\frac{w^2g}{u}X.
\]

Eliminating either amplitude shows that the determinant multiplies both to zero. One of them is non-zero, so

\[
(z-a)(z-S)+\frac{w^2cg^2}{u^2}=0.
\]

Since \(k_0-a=cg^2/(u(u+c))\), the last term equals \(S(k_0-a)\), and the equation becomes

\[
z(z-a)=S(z-k_0).
\]

Conversely, for any real root, \(X=gc/u\) and \(N=z-a\) satisfy both mode equations, and \(X\neq0\).

The lower root is \(z=(a+S-\sqrt\Delta)/2\) with \(\Delta=(a+S)^2-4Sk_0\). Two identities locate it:

\[
\Delta-(a+S-4k_0)^2=4k_0\,[S-2(2k_0-a)],
\]
\[
(a+S-2k_0)^2-\Delta=4k_0(k_0-a).
\]

If \(S>2(2k_0-a)\), both right-hand sides are positive, and so is \(a+S-2k_0\). Hence \(a+S-4k_0<\sqrt\Delta<a+S-2k_0\), which means \(k_0<z<2k_0\). Any real root \(y\) satisfies \((a+S-2y)^2=\Delta\), so \(a+S-2y\le\sqrt\Delta\) and \(y\ge z\).

The secular equation now bounds the shift:

\[
0<z-k_0=\frac{z(z-a)}{S}\le\frac{2k_0(2k_0-a)}{S}.
\]

Therefore \(z\to k_0\), and \(S(z-k_0)=z(z-a)\to k_0(k_0-a)\). Multiplying by \(u/(u+c)\) turns \(S\) into \(w^2\) and gives the stated limit.

## The Lean file

```lean
import Mathlib

open Filter Topology

namespace ShadowBlueShift

noncomputable section

variable {k g u c w z a b S : ℝ}

/-- Response charge `q = (g x - c n) / u` at nuclear position `x` and auxiliary density `n`,
for `u ≠ 0`. -/
def charge (g c u x n : ℝ) : ℝ := (g * x - c * n) / u

/-- The shadow equations of motion `x'' = -k x + g q` and `n'' = w² (q - n)`. -/
def Solves (k g u c w : ℝ) (x n : ℝ → ℝ) : Prop :=
  ∀ t, deriv (deriv x) t = -k * x t + g * charge g c u (x t) (n t) ∧
    deriv (deriv n) t = w ^ 2 * (charge g c u (x t) (n t) - n t)

/-- The equations for the amplitudes `X`, `N` of a normal mode with squared frequency `z`. -/
def ModeEq (k g u c w z X N : ℝ) : Prop :=
  -z * X = -k * X + g * charge g c u X N ∧ -z * N = w ^ 2 * (charge g c u X N - N)

/-- `z` is the squared frequency of a normal mode with amplitudes that do not both vanish. -/
def IsMode (k g u c w z : ℝ) : Prop :=
  ∃ X N, (X ≠ 0 ∨ N ≠ 0) ∧ ModeEq k g u c w z X N

/-- Born-Oppenheimer squared frequency `k0 = k - g² / (u + c)`, for `u + c ≠ 0`. -/
def boSq (k g u c : ℝ) : ℝ := k - g ^ 2 / (u + c)

/-- Squared frequency `k - g² / u` of the nucleus at frozen auxiliary density, for `u ≠ 0`. -/
def frozenSq (k g u : ℝ) : ℝ := k - g ^ 2 / u

/-- Squared frequency `w² (u + c) / u` of the density at clamped nucleus, for `u ≠ 0`. -/
def fieldSq (u c w : ℝ) : ℝ := w ^ 2 * ((u + c) / u)

/-- Lower root of `z (z - a) = S (z - b)`, for a non-negative discriminant. -/
def lowerRoot (a b S : ℝ) : ℝ := (a + S - √((a + S) ^ 2 - 4 * S * b)) / 2

/-- A cosine motion of frequency `ω` solves the shadow equations of motion exactly when its
amplitudes satisfy the mode equations with squared frequency `ω²`. -/
theorem solves_cos_iff (k g u c w ω X N : ℝ) :
    Solves k g u c w (fun t => X * Real.cos (ω * t)) (fun t => N * Real.cos (ω * t)) ↔
      ModeEq k g u c w (ω ^ 2) X N := by
  have d1 : ∀ A : ℝ, deriv (fun t => A * Real.cos (ω * t)) =
      fun t => -(A * ω) * Real.sin (ω * t) := by
    intro A
    funext t
    have h := (((hasDerivAt_id' t).const_mul ω).cos).const_mul A
    exact (h.congr_deriv (by ring)).deriv
  have d2 : ∀ A t : ℝ, deriv (deriv (fun t => A * Real.cos (ω * t))) t =
      -ω ^ 2 * A * Real.cos (ω * t) := by
    intro A t
    rw [d1]
    have h := (((hasDerivAt_id' t).const_mul ω).sin).const_mul (-(A * ω))
    exact (h.congr_deriv (by ring)).deriv
  unfold Solves ModeEq
  simp only [d2]
  constructor
  · intro h
    have h0 := h 0
    simp only [mul_zero, Real.cos_zero, mul_one] at h0
    exact h0
  · rintro ⟨h1, h2⟩ t
    unfold charge at h1 h2 ⊢
    constructor
    · linear_combination Real.cos (ω * t) * h1
    · linear_combination Real.cos (ω * t) * h2

/-- For `u, c > 0`, the Born-Oppenheimer squared frequency exceeds the frozen-density one by
`c g² / (u (u + c))`. -/
theorem bo_sub_frozen (hu : 0 < u) (hc : 0 < c) :
    boSq k g u c - frozenSq k g u = c * g ^ 2 / (u * (u + c)) := by
  have h : g ^ 2 / u - g ^ 2 / (u + c) = c * g ^ 2 / (u * (u + c)) := by
    rw [div_sub_div _ _ hu.ne' (by positivity)]
    congr 1
    ring
  unfold boSq frozenSq
  linear_combination h

/-- Secular equation: for `u, c, g > 0`, the squared mode frequencies are the real roots of
`z (z - a) = S (z - k0)`, with `a` the frozen-density and `S` the clamped-nucleus one. -/
theorem isMode_iff (hu : 0 < u) (hc : 0 < c) (hg : 0 < g) :
    IsMode k g u c w z ↔
      z * (z - frozenSq k g u) = fieldSq u c w * (z - boSq k g u c) := by
  have hS : fieldSq u c w = w ^ 2 * (1 + c / u) := by
    unfold fieldSq
    rw [add_div, div_self hu.ne']
  have hgap : fieldSq u c w * (boSq k g u c - frozenSq k g u) =
      w ^ 2 * (g / u) * (g * c / u) := by
    have h : u + c ≠ 0 := by positivity
    rw [bo_sub_frozen hu hc]
    unfold fieldSq
    field_simp
  constructor
  · rintro ⟨X, N, hXN, h1, h2⟩
    unfold charge at h1 h2
    have e1 : (z - frozenSq k g u) * X = g * c / u * N := by
      unfold frozenSq
      linear_combination -h1
    have e2 : (z - fieldSq u c w) * N = -(w ^ 2 * (g / u)) * X := by
      rw [hS]
      linear_combination -h2
    -- the determinant annihilates both amplitudes
    have hD : (z - frozenSq k g u) * (z - fieldSq u c w) +
        w ^ 2 * (g / u) * (g * c / u) = 0 := by
      rcases hXN with hX | hN
      · apply mul_right_cancel₀ hX
        linear_combination (z - fieldSq u c w) * e1 + (g * c / u) * e2
      · apply mul_right_cancel₀ hN
        linear_combination (z - frozenSq k g u) * e2 - (w ^ 2 * (g / u)) * e1
    linear_combination hD + hgap
  · intro h
    rw [hS] at h hgap
    refine ⟨g * c / u, z - frozenSq k g u, Or.inl (by positivity), ?_, ?_⟩
    · unfold charge frozenSq
      ring
    · unfold charge
      linear_combination hgap - h

/-- If `0 < b`, `a < b` and `S > 2 (2 b - a)`, the lower root is the least real solution of
`z (z - a) = S (z - b)` and lies strictly between `b` and `2 b`. -/
theorem lowerRoot_isLeast (hb : 0 < b) (hab : a < b) (hS : 2 * (2 * b - a) < S) :
    IsLeast {z | z * (z - a) = S * (z - b)} (lowerRoot a b S) ∧
      b < lowerRoot a b S ∧ lowerRoot a b S < 2 * b := by
  have hneg : 0 < b * (S - 2 * (2 * b - a)) := mul_pos hb (by linarith)
  have hpos : 0 < b * (b - a) := mul_pos hb (by linarith)
  have i1 : (a + S) ^ 2 - 4 * S * b - (a + S - 4 * b) ^ 2 =
      4 * (b * (S - 2 * (2 * b - a))) := by ring
  have i2 : (a + S - 2 * b) ^ 2 - ((a + S) ^ 2 - 4 * S * b) = 4 * (b * (b - a)) := by ring
  have hlow : (a + S - 4 * b) ^ 2 < (a + S) ^ 2 - 4 * S * b := by linarith only [i1, hneg]
  have hr := Real.sq_sqrt ((sq_nonneg _).trans hlow.le)
  have h1 := Real.lt_sqrt_of_sq_lt hlow
  have h2 : √((a + S) ^ 2 - 4 * S * b) < a + S - 2 * b := by
    rw [Real.sqrt_lt' (by linarith)]
    linarith only [i2, hpos]
  unfold lowerRoot
  refine ⟨⟨?_, ?_⟩, by linarith, by linarith⟩
  · rw [Set.mem_ofPred_eq]
    linear_combination hr / 4
  · intro y hy
    rw [Set.mem_ofPred_eq] at hy
    have h3 : (a + S - 2 * y) ^ 2 = (a + S) ^ 2 - 4 * S * b := by
      linear_combination 4 * hy
    have h4 := (le_abs_self _).trans (Real.abs_le_sqrt h3.le)
    linarith

/-- If `0 < b` and `a < b`, the distance of the lower root from `b`, multiplied by `S`, tends
to `b (b - a)` as `S` grows. -/
theorem lowerRoot_shift (hb : 0 < b) (hab : a < b) :
    Tendsto (fun S => S * (lowerRoot a b S - b)) atTop (𝓝 (b * (b - a))) := by
  have hlarge := eventually_gt_atTop (2 * (2 * b - a))
  have hi : Tendsto (fun S : ℝ => S⁻¹) atTop (𝓝 0) := tendsto_inv_atTop_zero
  have hup := (hi.const_mul (2 * b * (2 * b - a))).const_add b
  rw [mul_zero, add_zero] at hup
  -- the root is squeezed towards b
  have hz : Tendsto (fun S => lowerRoot a b S) atTop (𝓝 b) := by
    refine tendsto_of_tendsto_of_tendsto_of_le_of_le' tendsto_const_nhds hup ?_ ?_
    · filter_upwards [hlarge] with S hS
      exact (lowerRoot_isLeast hb hab hS).2.1.le
    · filter_upwards [hlarge] with S hS
      obtain ⟨hl, h1, h2⟩ := lowerRoot_isLeast hb hab hS
      have hroot := hl.1
      rw [Set.mem_ofPred_eq] at hroot
      have hm : lowerRoot a b S * (lowerRoot a b S - a) ≤ 2 * b * (2 * b - a) :=
        mul_le_mul h2.le (by linarith) (by linarith) (by linarith)
      have h3 : lowerRoot a b S - b ≤ 2 * b * (2 * b - a) * S⁻¹ := by
        rw [← div_eq_mul_inv, le_div_iff₀ (by linarith)]
        linarith
      linarith
  refine (hz.mul (hz.sub_const a)).congr' ?_
  filter_upwards [hlarge] with S hS
  exact (lowerRoot_isLeast hb hab hS).1.1

/-- Vibrational blue shift: for `u, c, g, k0 > 0` there is a function `z(w)` that for all large
`w` is the least squared mode frequency and exceeds `k0`, and `w² (z(w) - k0)` tends to
`k0 c g² / (u + c)²`. -/
theorem blue_shift (hu : 0 < u) (hc : 0 < c) (hg : 0 < g) (hk : 0 < boSq k g u c) :
    ∃ z : ℝ → ℝ,
      (∀ᶠ w in atTop, IsLeast {y | IsMode k g u c w y} (z w) ∧ boSq k g u c < z w) ∧
      Tendsto (fun w => w ^ 2 * (z w - boSq k g u c)) atTop
        (𝓝 (boSq k g u c * c * g ^ 2 / (u + c) ^ 2)) := by
  have hs : 0 < u + c := by positivity
  have hgap : 0 < boSq k g u c - frozenSq k g u := by
    rw [bo_sub_frozen hu hc]
    positivity
  have hab := sub_pos.1 hgap
  have hp : Tendsto (fun w : ℝ => w ^ 2) atTop atTop := tendsto_pow_atTop two_ne_zero
  have hF : Tendsto (fun w => fieldSq u c w) atTop atTop :=
    hp.atTop_mul_const (div_pos hs hu)
  refine ⟨fun w => lowerRoot (frozenSq k g u) (boSq k g u c) (fieldSq u c w), ?_, ?_⟩
  · filter_upwards [hF.eventually_gt_atTop (2 * (2 * boSq k g u c - frozenSq k g u))] with w hw
    have h := lowerRoot_isLeast hk hab hw
    simp only [isMode_iff hu hc hg]
    exact ⟨h.1, h.2.1⟩
  · have h := ((lowerRoot_shift hk hab).comp hF).const_mul (u / (u + c))
    have hval : u / (u + c) * (boSq k g u c * (boSq k g u c - frozenSq k g u)) =
        boSq k g u c * c * g ^ 2 / (u + c) ^ 2 := by
      rw [bo_sub_frozen hu hc]
      field_simp
    rw [hval] at h
    refine h.congr fun w => ?_
    have e : u / (u + c) * fieldSq u c w = w ^ 2 := by
      unfold fieldSq
      field_simp
    rw [Function.comp_apply, ← mul_assoc, e]

/-- For `u, c, g, k0 > 0`, when the clamped-nucleus squared frequency of the density equals
`2 k0` minus the frozen-density one, no real number is a squared mode frequency. -/
theorem no_mode_at_resonance (hu : 0 < u) (hc : 0 < c) (hg : 0 < g) (hk : 0 < boSq k g u c)
    (hw : fieldSq u c w = 2 * boSq k g u c - frozenSq k g u) (z : ℝ) :
    ¬ IsMode k g u c w z := by
  have hgap : 0 < boSq k g u c - frozenSq k g u := by
    rw [bo_sub_frozen hu hc]
    positivity
  rw [isMode_iff hu hc hg, hw]
  intro h
  -- a square plus a positive number would have to vanish
  have h0 : (z - boSq k g u c) ^ 2 + boSq k g u c * (boSq k g u c - frozenSq k g u) = 0 := by
    linear_combination h
  linarith only [h0, sq_nonneg (z - boSq k g u c), mul_pos hk hgap]

end

end ShadowBlueShift
```

```lean
#print axioms ShadowBlueShift.solves_cos_iff
#print axioms ShadowBlueShift.blue_shift
#print axioms ShadowBlueShift.no_mode_at_resonance
```

```
'ShadowBlueShift.solves_cos_iff' depends on axioms: [propext, Classical.choice, Quot.sound]
'ShadowBlueShift.blue_shift' depends on axioms: [propext, Classical.choice, Quot.sound]
'ShadowBlueShift.no_mode_at_resonance' depends on axioms: [propext, Classical.choice, Quot.sound]
```

## What `blue_shift` says, and how it is proved

`Solves` states the equations of motion with second derivatives at every time, and `IsMode` asks for amplitudes that do not both vanish. `solves_cos_iff` connects them: a cosine motion of frequency `ω` solves the dynamics exactly when its amplitudes satisfy `ModeEq` at `ω ^ 2`. The definitions `frozenSq`, `fieldSq` and `boSq` are \(a\), \(S\) and \(k_0\).

In `blue_shift`, `∀ᶠ w in atTop` means "for all sufficiently large \(w\)". The function `z` is introduced by an existential, but `IsLeast` fixes its value for those \(w\), so the limit concerns the actual lower mode.

`isMode_iff` is the secular equation. Its proof splits on which amplitude is non-zero and cancels it; `linear_combination` does the elimination. `lowerRoot_isLeast`, where `b` stands for \(k_0\), turns the two identities into bounds on the square root. `lowerRoot_shift` squeezes the root towards `b` and then replaces \(S(z-b)\) by \(z(z-a)\). `blue_shift` substitutes `fieldSq` for \(S\) and rescales.

## Limits of the guarantee

The theorem concerns continuous time, one nuclear coordinate and one density variable, with a linear response and no dissipation. The equations of motion are postulated, not derived from an electronic Hamiltonian. The limit is taken at fixed parameters and gives no error bound at a particular \(w\); the inequality for \(z-k_0\) in the derivation does, if \(S>2(2k_0-a)\).

Large \(w\) is a real restriction. `no_mode_at_resonance` shows that at \(S=2k_0-a\) no real squared frequency exists, because the secular equation becomes \((z-k_0)^2=-k_0(k_0-a)<0\). In the numerical example this happens at \(w^2=3/4\). The word "resonance" in the name is loose: \(S\) exceeds \(a\) by \(2(k_0-a)\) there, so the two uncoupled frequencies are not equal.

The sign of \(c\) matters too: \(u+c>0\) alone does not give a blue shift. Take \(u=2\), \(c=-1\), \(g=1\), \(k=2\). Then \(k_0=1\), \(a=3/2\), and the secular equation is \(z(z-3/2)=S(z-1)\). At \(z=1\) the left side minus the right side is \(-1/2\), so one root lies below \(1\) for every \(w\). At large \(w\) this root is the vibration, which is therefore shifted to the red.

The density equation could also have included a response kernel, \(n''=w^2\,\frac{u}{u+c}\,(q-n)\). This makes the clamped-nucleus value \(S=w^2\), whatever the interaction. By the same algebra the limit would become \(k_0cg^2/(u(u+c))\), larger by the factor \((u+c)/u\), with the same \(1/w^2\) decay.
